# On an infinite uniform grid with a point at the peak, the trapezoidal rule with spacing \(h\) overestimates the integral of the Lorentzian \(a/(a^2+u^2)\) by exactly \(2\pi/(e^{2\pi a/h}-1)\)

In the random-phase approximation, the correlation energy is an integral over imaginary frequency \(iu\), and the integrand is built from the non-interacting density response. For real orbitals, a transition of energy \(a>0\) (with \(\hbar=1\)) enters that response through the factor \(a/(a^2+u^2)\), a Lorentzian with poles at \(u=\pm ia\). A computer samples the frequency axis at discrete points. If they are equally spaced by \(h\), how large is the error for one such factor?

The trapezoidal rule on the whole line gives every point the weight \(h\). For a grid with a point at \(u=0\), the answer is

\[
\sum_{n\in\mathbb Z}\frac{h\,a}{a^2+n^2h^2}=\int_{-\infty}^{\infty}\frac{a\,du}{a^2+u^2}+\frac{2\pi}{e^{2\pi a/h}-1}.
\]

The error is governed by the pole distance divided by the spacing, so for a single Lorentzian on an infinite grid, a small excitation energy demands a fine grid. The full energy integrand contains the logarithm of one minus the response times the Coulomb interaction, and is not itself a Lorentzian. A grid cut off at a finite frequency has a truncation error as well, which is not treated here.

In Lean 4 with Mathlib:

```lean
import Mathlib

open Filter Topology MeasureTheory
open scoped Real

namespace LorentzianTrapezoid

noncomputable section
```

## The Lorentzian and its integral

The integrand is a real function of two real arguments, the pole distance \(a\) and the frequency \(u\). Write \(L_a(u)=a/(a^2+u^2)\).

```lean
/-- The function `a / (a² + u²)` of `u`; for `a > 0` it is a Lorentzian whose poles lie at distance
`a` from the real axis. -/
def lorentzian (a u : ℝ) : ℝ := a / (a ^ 2 + u ^ 2)
```

Pulling out \(a^2\) from the denominator gives \(L_a(u)=a^{-1}\,[1+(u/a)^2]^{-1}\). With \(v=u/a\),

\[
\int_{-\infty}^{\infty}L_a(u)\,du=\int_{-\infty}^{\infty}\frac{dv}{1+v^2}=\pi .
\]

The theorem states integrability together with the value. Its proof rewrites the function in the scaled form `e` and applies the known arctangent integral.

```lean
/-- For `a > 0` the Lorentzian is integrable over the real line and its integral is `π`. -/
theorem lorentzian_integral {a : ℝ} (ha : 0 < a) :
    Integrable (lorentzian a) ∧ ∫ u, lorentzian a u = π := by
  have e : lorentzian a = fun u => a⁻¹ * (1 + (a⁻¹ * u) ^ 2)⁻¹ := by
    funext u
    have h1 : a ^ 2 + u ^ 2 ≠ 0 := by positivity
    have h2 : 1 + (a⁻¹ * u) ^ 2 = (a ^ 2 + u ^ 2) / a ^ 2 := by
      field_simp
    rw [h2, lorentzian, inv_div]
    field_simp
  rw [e]
  constructor
  · exact (integrable_inv_one_add_sq.comp_mul_left' (inv_ne_zero ha.ne')).const_mul _
  · rw [integral_const_mul,
      Measure.integral_comp_mul_left (fun x : ℝ => (1 + x ^ 2)⁻¹) a⁻¹,
      integral_univ_inv_one_add_sq, inv_inv, abs_of_pos ha, smul_eq_mul,
      inv_mul_cancel_left₀ ha.ne']
```

## Convergence on each half of the grid

Measure frequency in units of the spacing, so that the pole distance becomes \(y=a/h\), and let the grid be displaced by a real number \(\theta\). For an integer \(m\neq0\), the terms are bounded by inverse squares:

\[
\frac{y}{y^2+(m+\theta)^2}\le\frac{2(y^2+\theta^2)}{y}\,\frac1{m^2}.
\]

After cross-multiplication, the right side minus the left is a sum of squares,

\[
2(y^2+\theta^2)\bigl(y^2+(m+\theta)^2\bigr)-y^2m^2=2y^4+y^2(m+2\theta)^2+2\theta^2(m+\theta)^2\ge0,
\]

and these are the squares handed to `nlinarith`. The hypothesis `hm` lets one lemma serve both \(m=k+1\) and \(m=-(k+1)\), with \(k=0,1,2,\dots\)

```lean
/-- For `y > 0`, the Lorentzian is summable along integers `m k` with `(m k)² = (k + 1)²`,
displaced by any `θ`. -/
theorem summable_tail {y : ℝ} (hy : 0 < y) (θ : ℝ) (m : ℕ → ℤ)
    (hm : ∀ k, (m k : ℝ) ^ 2 = ((k : ℝ) + 1) ^ 2) :
    Summable fun k => lorentzian y (m k + θ) := by
  have h0 := (summable_nat_add_iff (f := fun n : ℕ => 1 / (n : ℝ) ^ 2) 1).mpr
    (Real.summable_one_div_nat_pow.mpr one_lt_two)
  have h1 : Summable fun k : ℕ => 1 / ((k : ℝ) + 1) ^ 2 := by
    simpa only [Nat.cast_add, Nat.cast_one] using h0
  refine Summable.of_nonneg_of_le (fun k => ?_) (fun k => ?_)
    (h1.mul_left (2 * (y ^ 2 + θ ^ 2) / y))
  · unfold lorentzian
    positivity
  · unfold lorentzian
    rw [div_mul_div_comm, mul_one, div_le_div_iff₀ (by positivity) (by positivity), ← hm k]
    nlinarith [sq_nonneg (y * (m k + 2 * θ)), sq_nonneg (y ^ 2), sq_nonneg (θ * (m k + θ))]
```

## The cotangent off the real axis

The sum will come from a cotangent at a complex argument \(p+iq\), with \(p,q\) real. The addition formulas give

\[
\sin(p+iq)=\sin p\cosh q+i\cos p\sinh q,\qquad
\cos(p+iq)=\cos p\cosh q-i\sin p\sinh q .
\]

Multiplying the cosine by the conjugate of the sine leaves the imaginary part \(-\sinh q\cosh q=-\tfrac12\sinh 2q\), while \(|\sin(p+iq)|^2=\tfrac12(\cosh 2q-\cos 2p)\). Hence, away from the zeros of the sine,

\[
\operatorname{Im}\cot(p+iq)=-\frac{\sinh 2q}{\cosh 2q-\cos 2p}.
\]

The two `linear_combination` steps check the numerator and the denominator.

```lean
/-- The imaginary part of the cotangent at the complex argument `p + i q`, where
`p + i q` is not a zero of the sine. -/
theorem im_cot (p q : ℝ) : (Complex.cot ((p : ℂ) + (q : ℂ) * Complex.I)).im =
    -(Real.sinh (2 * q) / (Real.cosh (2 * q) - Real.cos (2 * p))) := by
  have hs : Complex.sin ((p : ℂ) + (q : ℂ) * Complex.I) =
      ⟨Real.sin p * Real.cosh q, Real.cos p * Real.sinh q⟩ := by
    rw [Complex.sin_add_mul_I, Complex.mk_eq_add_mul_I]
    push_cast
    ring
  have hc : Complex.cos ((p : ℂ) + (q : ℂ) * Complex.I) =
      ⟨Real.cos p * Real.cosh q, -(Real.sin p * Real.sinh q)⟩ := by
    rw [Complex.cos_add_mul_I, Complex.mk_eq_add_mul_I]
    push_cast
    ring
  have h1 := Real.sin_sq_add_cos_sq p
  have h2 := Real.cosh_sq_sub_sinh_sq q
  have key : ∀ x D : ℝ, -x / (D / 2) = -(2 * x / D) := by
    intro x D
    ring
  rw [Complex.cot, hs, hc, Complex.div_im, Complex.normSq_apply, ← sub_div,
    Real.sinh_two_mul, Real.cosh_two_mul, Real.cos_two_mul, mul_assoc 2, ← key]
  congr 1
  · linear_combination -(Real.sinh q * Real.cosh q) * h1
  · linear_combination Real.cosh q ^ 2 * h1 - Real.cos p ^ 2 * h2 + h2 / 2
```

For \(x>0\) put \(E=e^x\). Then \(\sinh x=(E^2-1)/(2E)\) and \(\cosh x\mp1=(E\mp1)^2/(2E)\), so

\[
\frac{\sinh x}{\cosh x-1}=\frac{E+1}{E-1}=1+\frac2{E-1},\qquad
\frac{\sinh x}{\cosh x+1}=\frac{E-1}{E+1}=1-\frac2{E+1}.
\]

The leading 1 will become the integral, and the remainder the quadrature error.

```lean
/-- For `x > 0`, two hyperbolic ratios written as `1 + 2 / (exp x - 1)` and `1 - 2 / (exp x + 1)`.
-/
theorem sinh_ratios {x : ℝ} (hx : 0 < x) :
    Real.sinh x / (Real.cosh x - 1) = 1 + 2 / (Real.exp x - 1) ∧
    Real.sinh x / (Real.cosh x + 1) = 1 - 2 / (Real.exp x + 1) := by
  have hE : 1 < Real.exp x := Real.one_lt_exp_iff.mpr hx
  have hC : 1 < Real.cosh x := Real.one_lt_cosh.mpr hx.ne'
  have hinv : Real.exp x * Real.exp (-x) = 1 := by rw [← Real.exp_add]; simp
  have d1 : Real.exp x - 1 ≠ 0 := by linarith
  have d2 : Real.exp x + 1 ≠ 0 := by linarith
  constructor
  · rw [div_eq_iff (by linarith), one_add_div d1, div_mul_eq_mul_div, eq_div_iff d1,
      Real.sinh_eq, Real.cosh_eq]
    linear_combination -hinv
  · rw [div_eq_iff (by linarith), one_sub_div d2, div_mul_eq_mul_div, eq_div_iff d2,
      Real.sinh_eq, Real.cosh_eq]
    linear_combination -hinv
```

## Summing the grid by partial fractions

Let \(z=\theta+iy\) with \(y>0\). The partial-fraction series of the cotangent is

\[
\pi\cot\pi z=\frac1z+\sum_{k=0}^{\infty}\left[\frac1{z-(k+1)}+\frac1{z+(k+1)}\right].
\]

Each denominator has the form \(t+iy\) with \(t\) real, and \(\operatorname{Im}\,(t+iy)^{-1}=-L_y(t)\). The imaginary part of the series is therefore minus the sum over the grid:

\[
\sum_{n\in\mathbb Z}L_y(n+\theta)=-\pi\operatorname{Im}\cot\pi z=\pi\,\frac{\sinh 2\pi y}{\cosh 2\pi y-\cos 2\pi\theta}.
\]

Taking imaginary parts term by term requires the complex series to converge. Write \(A\) and \(B\) for the two fractions in a bracket. Then \(A+B=2zAB\), and since \(|t+iy|^{-2}=L_y(t)/y\),

\[
|A+B|\le|z|\,(|A|^2+|B|^2)=\frac{|z|}{y}\bigl[L_y(\theta-k-1)+L_y(\theta+k+1)\bigr],
\]

which is summable by the comparison above. In the code, `im1` and `nsq` are the two facts about \((t+iy)^{-1}\), `hc` is the convergence, and `cot_series_rep'` is the partial-fraction series. The last lines join the positive half, the negative half and the point \(n=0\).

The conclusion is a `HasSum` over `ℤ`: the series converges to the stated value irrespective of the order of summation.

```lean
/-- The sum of a Lorentzian with `y > 0` over a grid of unit spacing displaced by `θ`. -/
theorem hasSum_unit_grid {y : ℝ} (hy : 0 < y) (θ : ℝ) :
    HasSum (fun n : ℤ => lorentzian y (n + θ))
      (π * (Real.sinh (2 * (π * y)) /
        (Real.cosh (2 * (π * y)) - Real.cos (2 * (π * θ))))) := by
  have hp := summable_tail hy θ (fun k => (k : ℤ) + 1) (fun k => by push_cast; ring)
  have hm := summable_tail hy θ (fun k => -((k : ℤ) + 1)) (fun k => by push_cast; ring)
  have ne : ∀ t : ℝ, (t : ℂ) + y * Complex.I ≠ 0 := by
    intro t h
    have := congrArg Complex.im h
    simp at this
    linarith
  have nq : ∀ t : ℝ, Complex.normSq ((t : ℂ) + y * Complex.I) = y ^ 2 + t ^ 2 := by
    intro t
    simp [Complex.normSq_apply]
    ring
  have im1 : ∀ t : ℝ, (1 / ((t : ℂ) + y * Complex.I)).im = -lorentzian y t := by
    intro t
    rw [one_div, Complex.inv_im, nq, lorentzian, ← neg_div]
    simp
  have nsq : ∀ t : ℝ, ‖1 / ((t : ℂ) + y * Complex.I)‖ ^ 2 = lorentzian y t / y := by
    intro t
    have : y ^ 2 + t ^ 2 ≠ 0 := by positivity
    rw [norm_div, norm_one, div_pow, one_pow, Complex.sq_norm, nq, lorentzian]
    field_simp
  obtain ⟨z, hz⟩ : ∃ z : ℂ, z = (θ : ℂ) + y * Complex.I := ⟨_, rfl⟩
  have hu : ∀ k : ℕ, z - ((k : ℂ) + 1) =
      (((-((k : ℤ) + 1) : ℤ) + θ : ℝ) : ℂ) + y * Complex.I := by
    intro k
    rw [hz]
    push_cast
    ring
  have hv : ∀ k : ℕ, z + ((k : ℂ) + 1) =
      ((((k : ℤ) + 1 : ℤ) + θ : ℝ) : ℂ) + y * Complex.I := by
    intro k
    rw [hz]
    push_cast
    ring
  -- the paired partial fractions are bounded by a constant times a sum of two Lorentzians
  have hc : Summable fun k : ℕ => 1 / (z - ((k : ℂ) + 1)) + 1 / (z + ((k : ℂ) + 1)) := by
    refine Summable.of_norm_bounded
      (((hm.div_const y).add (hp.div_const y)).mul_left ‖z‖) fun k => ?_
    have u0 : z - ((k : ℂ) + 1) ≠ 0 := by rw [hu]; exact ne _
    have v0 : z + ((k : ℂ) + 1) ≠ 0 := by rw [hv]; exact ne _
    have e : 1 / (z - ((k : ℂ) + 1)) + 1 / (z + ((k : ℂ) + 1)) =
        2 * z * (1 / (z - ((k : ℂ) + 1)) * (1 / (z + ((k : ℂ) + 1)))) := by
      rw [div_add_div _ _ u0 v0, div_mul_div_comm, mul_div_assoc']
      congr 1
      ring
    have nu := nsq ((-((k : ℤ) + 1) : ℤ) + θ)
    have nv := nsq (((k : ℤ) + 1 : ℤ) + θ)
    rw [← hu k] at nu
    rw [← hv k] at nv
    rw [← nu, ← nv, e, norm_mul, norm_mul, norm_mul, Complex.norm_two]
    nlinarith [mul_nonneg (norm_nonneg z) (sq_nonneg
      (‖1 / (z - ((k : ℂ) + 1))‖ - ‖1 / (z + ((k : ℂ) + 1))‖))]
  have hzc : z ∈ Complex.integerComplement := by
    rintro ⟨n, hn⟩
    have := congrArg Complex.im hn
    simp [hz] at this
    linarith
  -- imaginary part of the partial-fraction series of the cotangent
  have h1 := Complex.imCLM.hasSum hc.hasSum
  rw [← cot_series_rep' hzc] at h1
  have hf : (fun k : ℕ => lorentzian y (((k : ℤ) + 1 : ℤ) + θ) +
      lorentzian y ((-((k : ℤ) + 1) : ℤ) + θ)) = fun k : ℕ =>
      -Complex.imCLM (1 / (z - ((k : ℂ) + 1)) + 1 / (z + ((k : ℂ) + 1))) := by
    funext k
    rw [Complex.imCLM_apply, Complex.add_im, hu, hv, im1, im1]
    ring
  have h3 := hp.hasSum.add hm.hasSum
  rw [hf] at h3
  have h2 := h3.unique h1.neg
  have harg : (π : ℂ) * z = ((π * θ : ℝ) : ℂ) + ((π * y : ℝ) : ℂ) * Complex.I := by
    rw [hz]
    push_cast
    ring
  rw [Complex.imCLM_apply, Complex.sub_im, Complex.im_ofReal_mul, harg, im_cot, hz, im1] at h2
  convert HasSum.of_add_one_of_neg_add_one (f := fun n : ℤ => lorentzian y (n + θ))
    hp.hasSum hm.hasSum using 1
  simp only [Int.cast_zero, zero_add]
  linarith
```

Restoring the spacing uses

\[
h\,L_a((n+\theta)h)=\frac{a/h}{(a/h)^2+(n+\theta)^2}=L_{a/h}(n+\theta),
\]

so the result for unit spacing applies with \(y=a/h\). Here \(\theta\) is the displacement as a fraction of the spacing.

```lean
/-- For `a, h > 0`, the trapezoidal sum on a grid of spacing `h` displaced by the
fraction `θ` of a spacing, in closed form. -/
theorem hasSum_displaced_grid {a h : ℝ} (ha : 0 < a) (hh : 0 < h) (θ : ℝ) :
    HasSum (fun n : ℤ => h * lorentzian a ((n + θ) * h))
      (π * (Real.sinh (2 * π * a / h) /
        (Real.cosh (2 * π * a / h) - Real.cos (2 * π * θ)))) := by
  have key := hasSum_unit_grid (div_pos ha hh) θ
  rw [show 2 * (π * (a / h)) = 2 * π * a / h by ring,
    show 2 * (π * θ) = 2 * π * θ by ring] at key
  convert key using 1
  funext n
  have h1 : a ^ 2 + ((n + θ) * h) ^ 2 ≠ 0 := by positivity
  have h2 : (a / h) ^ 2 + (n + θ) ^ 2 = (a ^ 2 + ((n + θ) * h) ^ 2) / h ^ 2 := by
    field_simp
  rw [lorentzian, lorentzian, h2]
  field_simp
```

## Trapezoidal and midpoint errors

For \(\theta=0\) the cosine equals 1. With \(x=2\pi a/h\), the first hyperbolic ratio turns the sum into \(\pi+2\pi/(e^x-1)\), and \(\pi\) is the integral. This is the formula of the title, for every \(a,h>0\), with the Lebesgue integral itself in the statement.

```lean
/-- For `a, h > 0`, the infinite trapezoidal sum of the Lorentzian exceeds its integral
by exactly `2π / (exp(2πa/h) - 1)`. -/
theorem trapezoidal_sum {a h : ℝ} (ha : 0 < a) (hh : 0 < h) :
    HasSum (fun n : ℤ => h * lorentzian a (n * h))
      ((∫ u, lorentzian a u) + 2 * π / (Real.exp (2 * π * a / h) - 1)) := by
  have key := hasSum_displaced_grid ha hh 0
  simp only [add_zero, mul_zero, Real.cos_zero] at key
  rw [(sinh_ratios (by positivity)).1] at key
  rw [(lorentzian_integral ha).2]
  convert key using 1
  ring
```

For \(\theta=1/2\) the cosine equals \(-1\), and the second ratio gives \(\pi-2\pi/(e^x+1)\). The midpoint rule errs in the opposite direction, by an amount smaller by the factor \((e^x-1)/(e^x+1)=\tanh(\pi a/h)\), which is close to 1 on a fine grid.

```lean
/-- For `a, h > 0`, the infinite midpoint sum of the Lorentzian falls short of its integral
by exactly `2π / (exp(2πa/h) + 1)`. -/
theorem midpoint_sum {a h : ℝ} (ha : 0 < a) (hh : 0 < h) :
    HasSum (fun n : ℤ => h * lorentzian a ((n + 1 / 2) * h))
      ((∫ u, lorentzian a u) - 2 * π / (Real.exp (2 * π * a / h) + 1)) := by
  have key := hasSum_displaced_grid ha hh (1 / 2)
  rw [show 2 * π * (1 / 2) = π by ring, Real.cos_pi, sub_neg_eq_add,
    (sinh_ratios (by positivity)).2] at key
  rw [(lorentzian_integral ha).2]
  convert key using 1
  ring
```

For a general displacement, \(c=\cos2\pi\theta\) lies between \(-1\) and \(1\), and \(\sinh x/(\cosh x-c)\) increases with \(c\). The error is thus enclosed by the two special cases:

\[
-\frac{2\pi}{e^x+1}\le\pi\,\frac{\sinh x}{\cosh x-c}-\pi\le\frac{2\pi}{e^x-1}.
\]

Since \(2\pi/(e^x+1)\le2\pi/(e^x-1)\), no displacement has a larger absolute error than the undisplaced grid. The bounds `up`, `lo` and `cmp` are these three comparisons.

```lean
/-- For `a, h > 0` and any displacement `θ` of the grid, the absolute quadrature error is at
most `2π / (exp(2πa/h) - 1)`. -/
theorem displaced_error_le {a h : ℝ} (ha : 0 < a) (hh : 0 < h) (θ : ℝ) :
    |(∑' n : ℤ, h * lorentzian a ((n + θ) * h)) - ∫ u, lorentzian a u| ≤
      2 * π / (Real.exp (2 * π * a / h) - 1) := by
  rw [(hasSum_displaced_grid ha hh θ).tsum_eq, (lorentzian_integral ha).2]
  have hx : 0 < 2 * π * a / h := by positivity
  generalize 2 * π * a / h = x at hx ⊢
  have hE : 1 < Real.exp x := Real.one_lt_exp_iff.mpr hx
  have hC : 1 < Real.cosh x := Real.one_lt_cosh.mpr hx.ne'
  have hS : 0 ≤ Real.sinh x := (Real.sinh_pos_iff.mpr hx).le
  have c1 := Real.cos_le_one (2 * π * θ)
  have c2 := Real.neg_one_le_cos (2 * π * θ)
  -- the cosine lies between its values on the midpoint and the undisplaced grid
  have up := div_le_div_of_nonneg_left hS (by linarith : 0 < Real.cosh x - 1)
    (by linarith : Real.cosh x - 1 ≤ Real.cosh x - Real.cos (2 * π * θ))
  have lo := div_le_div_of_nonneg_left hS
    (by linarith : 0 < Real.cosh x - Real.cos (2 * π * θ))
    (by linarith : Real.cosh x - Real.cos (2 * π * θ) ≤ Real.cosh x + 1)
  rw [(sinh_ratios hx).1] at up
  rw [(sinh_ratios hx).2] at lo
  have cmp := div_le_div_of_nonneg_left (by norm_num : (0 : ℝ) ≤ 2)
    (by linarith : 0 < Real.exp x - 1) (by linarith : Real.exp x - 1 ≤ Real.exp x + 1)
  have up' := mul_le_mul_of_nonneg_left up Real.pi_pos.le
  have lo' := mul_le_mul_of_nonneg_left lo Real.pi_pos.le
  have cmp' := mul_le_mul_of_nonneg_left cmp Real.pi_pos.le
  rw [mul_add, mul_one] at up'
  rw [mul_sub, mul_one] at lo'
  rw [show 2 * π / (Real.exp x - 1) = π * (2 / (Real.exp x - 1)) by ring, abs_le]
  constructor <;> linarith
```

## The exponential rate is sharp

Multiplying the trapezoidal error by \(e^{x}\) gives

\[
e^x\,\frac{2\pi}{e^x-1}=2\pi+\frac{2\pi}{e^x-1}\longrightarrow2\pi
\]

as \(h\to0\) from above at fixed \(a\), because then \(x=2\pi a/h\to\infty\). The error therefore behaves as \(2\pi e^{-2\pi a/h}\), and halving the spacing squares the exponential factor. In the statement, `𝓝[>] 0` is the one-sided approach of \(h\) to zero. The proof takes the limit of the right-hand expression, then uses `filter_upwards` to identify it with the scaled error for each positive \(h\).

```lean
/-- For `a > 0`, the trapezoidal error multiplied by `exp(2πa/h)` tends to `2π` as the
spacing `h` tends to zero from above. -/
theorem error_rate {a : ℝ} (ha : 0 < a) :
    Tendsto (fun h : ℝ => Real.exp (2 * π * a / h) *
      ((∑' n : ℤ, h * lorentzian a (n * h)) - ∫ u, lorentzian a u))
      (𝓝[>] 0) (𝓝 (2 * π)) := by
  have hx : Tendsto (fun h : ℝ => 2 * π * a / h) (𝓝[>] 0) atTop := by
    simpa only [div_eq_mul_inv] using
      tendsto_inv_nhdsGT_zero.const_mul_atTop (by positivity : 0 < 2 * π * a)
  have hE := tendsto_atTop_add_const_right _ (-1 : ℝ) (Real.tendsto_exp_atTop.comp hx)
  have lim := (tendsto_const_nhds (x := 2 * π)).add
    ((tendsto_const_nhds (x := 2 * π)).div_atTop hE)
  rw [add_zero] at lim
  refine lim.congr' ?_
  filter_upwards [self_mem_nhdsWithin] with h hh
  have hpos : 0 < h := hh
  have h1 : 1 < Real.exp (2 * π * a / h) := Real.one_lt_exp_iff.mpr (by positivity)
  have hne : Real.exp (2 * π * a / h) - 1 ≠ 0 := by linarith
  rw [(trapezoidal_sum ha hpos).tsum_eq, add_sub_cancel_left]
  simp only [Function.comp_apply, ← sub_eq_add_neg]
  rw [← mul_div_assoc, eq_div_iff hne, add_mul, div_mul_cancel₀ _ hne]
  ring

end

end LorentzianTrapezoid
```

```lean
#print axioms LorentzianTrapezoid.trapezoidal_sum
#print axioms LorentzianTrapezoid.midpoint_sum
#print axioms LorentzianTrapezoid.displaced_error_le
#print axioms LorentzianTrapezoid.error_rate
```

```
'LorentzianTrapezoid.trapezoidal_sum' depends on axioms: [propext, Classical.choice, Quot.sound]
'LorentzianTrapezoid.midpoint_sum' depends on axioms: [propext, Classical.choice, Quot.sound]
'LorentzianTrapezoid.displaced_error_le' depends on axioms: [propext, Classical.choice, Quot.sound]
'LorentzianTrapezoid.error_rate' depends on axioms: [propext, Classical.choice, Quot.sound]
```
